# Under the transmission sum rule, a multi-terminal conductor dissipates ½ ∑ T_pq (V_p − V_q)², with or without reciprocity

A magnetic field through a conductor with three or more leads can make transmission from lead q to lead p differ from transmission from p to q, so the conductor can no longer be pictured as a network of ordinary resistors joining the leads in pairs. Does it still draw a nonnegative electrical power at every setting of the voltages, and is that power still given by a sum of squared voltage differences? The setting is linear response, with power in units of the conductance quantum times voltage squared.

```lean
import Mathlib

open Finset

namespace MultiTerminalJouleHeating

noncomputable section

variable {L : Type*} [Fintype L]

/-- The current entering the conductor from lead `p`, in units of the conductance quantum times the
unit of voltage. -/
def current (T : L → L → ℝ) (V : L → ℝ) (p : L) : ℝ :=
  ∑ q, T p q * (V p - V q)

/-- The electrical power delivered by all the leads together. -/
def dissipatedPower (T : L → L → ℝ) (V : L → ℝ) : ℝ :=
  ∑ p, current T V p * V p

/-- The row sum minus the column sum of the transmission coefficients at lead `p`. -/
def imbalance (T : L → L → ℝ) (p : L) : ℝ :=
  ∑ q, T p q - ∑ q, T q p

/-- The sum rule: at each lead the row and column sums of the transmissions agree. -/
def SumRule (T : L → L → ℝ) : Prop :=
  ∀ p, ∑ q, T p q = ∑ q, T q p

/-- For arbitrary coefficients the power is the Joule form plus a term weighted by the
imbalance at each lead. -/
theorem power_eq_joule_add_imbalance (T : L → L → ℝ) (V : L → ℝ) :
    dissipatedPower T V = (1 / 2) * ∑ p, ∑ q, T p q * (V p - V q) ^ 2
      + (1 / 2) * ∑ p, imbalance T p * V p ^ 2 := by
  -- exchanging the two leads turns the imbalance into a difference of squares
  have h1 : ∑ p, imbalance T p * V p ^ 2 = ∑ p, ∑ q, T p q * (V p ^ 2 - V q ^ 2) := by
    have hs : ∑ p, ∑ q, T q p * V p ^ 2 = ∑ p, ∑ q, T p q * V q ^ 2 := Finset.sum_comm
    simp only [imbalance, sub_mul, Finset.sum_mul, mul_sub, Finset.sum_sub_distrib]
    rw [hs]
  rw [h1]
  simp only [dissipatedPower, current, Finset.mul_sum, Finset.sum_mul,
    ← Finset.sum_add_distrib]
  refine Finset.sum_congr rfl fun p _ => Finset.sum_congr rfl fun q _ => ?_
  ring

/-- Under the sum rule the dissipated power is half the sum of the transmissions times
the squared voltage differences. -/
theorem power_eq_joule {T : L → L → ℝ} (h : SumRule T) (V : L → ℝ) :
    dissipatedPower T V = (1 / 2) * ∑ p, ∑ q, T p q * (V p - V q) ^ 2 := by
  have h0 : ∀ p, imbalance T p = 0 := fun p => sub_eq_zero.mpr (h p)
  rw [power_eq_joule_add_imbalance]
  simp [h0]

/-- Joule heating in a multi-terminal conductor: for nonnegative transmissions obeying the
sum rule, the power equals the Joule form and is nonnegative. -/
theorem joule_heating {T : L → L → ℝ} (hT : ∀ p q, 0 ≤ T p q) (h : SumRule T)
    (V : L → ℝ) :
    dissipatedPower T V = (1 / 2) * ∑ p, ∑ q, T p q * (V p - V q) ^ 2 ∧
      0 ≤ dissipatedPower T V := by
  refine ⟨power_eq_joule h V, ?_⟩
  rw [power_eq_joule h V]
  exact mul_nonneg (by norm_num) (Finset.sum_nonneg fun p _ =>
    Finset.sum_nonneg fun q _ => mul_nonneg (hT p q) (sq_nonneg _))

/-- For nonnegative transmissions obeying the sum rule, the dissipated power vanishes exactly when
the current in every lead vanishes. -/
theorem power_eq_zero_iff {T : L → L → ℝ} (hT : ∀ p q, 0 ≤ T p q) (h : SumRule T)
    (V : L → ℝ) :
    dissipatedPower T V = 0 ↔ ∀ p, current T V p = 0 := by
  constructor
  · intro h0 p
    rw [power_eq_joule h V] at h0
    have hpq : ∀ p q, 0 ≤ T p q * (V p - V q) ^ 2 :=
      fun p q => mul_nonneg (hT p q) (sq_nonneg _)
    have hsum : ∑ p, ∑ q, T p q * (V p - V q) ^ 2 = 0 := by linarith
    -- a vanishing sum of nonnegative terms vanishes term by term
    have hrow := (Finset.sum_eq_zero_iff_of_nonneg
      (fun p _ => Finset.sum_nonneg fun q _ => hpq p q)).mp hsum p (Finset.mem_univ p)
    have hterm := (Finset.sum_eq_zero_iff_of_nonneg (fun q _ => hpq p q)).mp hrow
    refine Finset.sum_eq_zero fun q hq => ?_
    rcases mul_eq_zero.mp (hterm q hq) with h1 | h1
    · rw [h1, zero_mul]
    · rw [pow_eq_zero_iff (two_ne_zero)] at h1
      rw [h1, mul_zero]
  · intro h0
    simp [dissipatedPower, h0]

/-- Under the sum rule, exchanging the two lead indices of every transmission leaves the
dissipated power unchanged at fixed voltages. -/
theorem power_transpose {T : L → L → ℝ} (h : SumRule T) (V : L → ℝ) :
    dissipatedPower (fun p q => T q p) V = dissipatedPower T V := by
  have h' : SumRule (fun p q => T q p) := fun p => (h p).symm
  rw [power_eq_joule h' V, power_eq_joule h V]
  congr 1
  rw [Finset.sum_comm]
  refine Finset.sum_congr rfl fun p _ => Finset.sum_congr rfl fun q _ => ?_
  ring

/-- Converse: if the power is nonnegative for every choice of voltages, then the
coefficients obey the sum rule. -/
theorem sumRule_of_power_nonneg {T : L → L → ℝ}
    (hP : ∀ V : L → ℝ, 0 ≤ dissipatedPower T V) : SumRule T := by
  classical
  intro r
  by_contra hr
  have hd : imbalance T r ≠ 0 := sub_ne_zero.mpr hr
  have h0 : ∑ p, imbalance T p = 0 := by
    simp only [imbalance, Finset.sum_sub_distrib]
    exact sub_eq_zero.mpr Finset.sum_comm
  -- lead `r` sits one unit above the common offset `c`: the power is affine in `c`
  have key : ∀ c : ℝ, dissipatedPower T (fun p => c + if p = r then (1 : ℝ) else 0)
      = (1 / 2) * ∑ p, ∑ q, T p q *
          ((if p = r then (1 : ℝ) else 0) - if q = r then (1 : ℝ) else 0) ^ 2
        + (1 / 2) * ((2 * c + 1) * imbalance T r) := by
    intro c
    have h2 : ∑ p, imbalance T p * (c + if p = r then (1 : ℝ) else 0) ^ 2
        = (2 * c + 1) * imbalance T r := by
      have h3 : ∀ p, imbalance T p * (c + if p = r then (1 : ℝ) else 0) ^ 2
          = c ^ 2 * imbalance T p
            + if p = r then (2 * c + 1) * imbalance T p else 0 := by
        intro p
        split_ifs <;> ring
      rw [Finset.sum_congr rfl fun p _ => h3 p, Finset.sum_add_distrib,
        ← Finset.mul_sum, h0]
      simp
    rw [power_eq_joule_add_imbalance]
    simp only [h2, add_sub_add_left_eq_sub]
  obtain ⟨A, hA⟩ : ∃ A : ℝ, ∀ c : ℝ,
      0 ≤ A + (1 / 2) * ((2 * c + 1) * imbalance T r) :=
    ⟨_, fun c => (hP _).trans_eq (key c)⟩
  -- a suitable offset makes the power equal to minus one
  have h4 := hA ((-2 * (A + 1) / imbalance T r - 1) / 2)
  have h5 : (2 * ((-2 * (A + 1) / imbalance T r - 1) / 2) + 1) * imbalance T r
      = -2 * (A + 1) := by
    have h6 : -2 * (A + 1) / imbalance T r * imbalance T r = -2 * (A + 1) :=
      div_mul_cancel₀ _ hd
    linear_combination h6
  rw [h5] at h4
  linarith

/-- The transmissions of an ideal three-lead circulator with one channel per lead. -/
def circulator : Fin 3 → Fin 3 → ℝ :=
  ![![0, 1, 0], ![0, 0, 1], ![1, 0, 0]]

/-- The circulator has nonnegative transmissions and obeys the sum rule, is not reciprocal,
and dissipates half the sum of the squared voltage differences around the ring. -/
theorem circulator_witness :
    (∀ p q, 0 ≤ circulator p q) ∧ SumRule circulator ∧
      circulator 0 1 ≠ circulator 1 0 ∧
      ∀ V : Fin 3 → ℝ, dissipatedPower circulator V
        = ((V 0 - V 1) ^ 2 + (V 1 - V 2) ^ 2 + (V 2 - V 0) ^ 2) / 2 := by
  have hS : SumRule circulator := by
    intro p
    fin_cases p <;> simp [circulator, Fin.sum_univ_three]
  refine ⟨?_, hS, ?_, ?_⟩
  · intro p q
    fin_cases p <;> fin_cases q <;> simp [circulator]
  · simp [circulator]
  · intro V
    rw [power_eq_joule hS V]
    simp only [Fin.sum_univ_three]
    simp [circulator]
    ring

end

end MultiTerminalJouleHeating
```

```lean
#print axioms MultiTerminalJouleHeating.joule_heating
#print axioms MultiTerminalJouleHeating.power_eq_zero_iff
#print axioms MultiTerminalJouleHeating.power_transpose
#print axioms MultiTerminalJouleHeating.sumRule_of_power_nonneg
```

```
'MultiTerminalJouleHeating.joule_heating' depends on axioms: [propext, Classical.choice, Quot.sound]
'MultiTerminalJouleHeating.power_eq_zero_iff' depends on axioms: [propext, Classical.choice, Quot.sound]
'MultiTerminalJouleHeating.power_transpose' depends on axioms: [propext, Classical.choice, Quot.sound]
'MultiTerminalJouleHeating.sumRule_of_power_nonneg' depends on axioms: [propext, Classical.choice, Quot.sound]
```

## Currents, power and balance at each lead

The leads are the elements of a finite type `L`. The real number `T p q`, written T_pq below, is the transmission coefficient from lead q to lead p, and `V p`, written V_p, is the voltage of lead p. The type of `T` permits any real entries; nonnegativity is a separate hypothesis, `hT`, in the theorems that need it. `current T V p` is

I_p = ∑_q T_pq (V_p − V_q),

counted positive when it enters the conductor, in units of the conductance quantum times voltage. The conductance quantum is e²/h if the two spin states count as separate channels in T, and 2e²/h if T counts only one of two equivalent spin states. `dissipatedPower T V` is the total electrical power delivered through the leads:

P = ∑_p I_p V_p.

`imbalance T p` is the row sum minus the column sum,

d_p = ∑_q T_pq − ∑_q T_qp,

and `SumRule T` says that the two sums agree at every lead, so that every d_p is zero. The diagonal entry T_pp cancels from d_p and is multiplied by zero in I_p, so its value has no effect on either.

The central theorem, `joule_heating`, takes nonnegative coefficients that obey the sum rule and concludes, for every choice of voltages, that

P = ½ ∑_p ∑_q T_pq (V_p − V_q)² and P ≥ 0.

Nowhere is T_pq = T_qp assumed. The double sum runs over ordered pairs, so two distinct leads p and q together contribute ½ (T_pq + T_qp)(V_p − V_q)². Only the symmetric part of the transmission matrix enters the power, although the individual currents can depend on the antisymmetric part as well.

## What the sum rule stands for

In scattering theory the sum rule follows from unitarity. If T_pq is the sum of the squared moduli of the scattering amplitudes, normalised to unit flux in each channel, from the channels of lead q to those of lead p, with reflection on the diagonal, then row p and column p both add up to the number of open channels in lead p. Here the rule is a hypothesis on `T`; no scattering matrix appears in the file, and unitarity is not used to derive it.

The rule also settles a question of convention. Another common way to write the current is ∑_q (T_qp V_p − T_pq V_q), with outgoing and incoming transmissions kept apart. It agrees with the current defined here when the row and column sums are equal. Without that equality the two expressions can differ, and the statements below about unbalanced coefficients refer to the definition in the file.

The model is linear response: the coefficients don't depend on the voltages, and there are no temperature differences, time-dependent drives or self-consistent interaction effects. P is the electrical power supplied. In a phase-coherent conductor with elastic scattering, the corresponding heat is released in the reservoirs and not in the scattering region, and the formula doesn't say how it is shared among them.

For non-interacting electrons in linear response, the result gives a consistency test for a computed transmission matrix: its row and column sums must match at each lead. With three or more leads in a magnetic field, an asymmetry between T_pq and T_qp is not by itself a sign of an error.

## Splitting the power into a square and a difference of squares

Start with arbitrary real coefficients. Inserting the current into the power gives

P = ∑_p ∑_q T_pq (V_p − V_q) V_p.

Each product of voltages splits as

(V_p − V_q) V_p = ½ (V_p − V_q)² + ½ (V_p² − V_q²).

The first part produces the Joule form. In the second, rename the summation indices in the term with V_q²:

∑_p ∑_q T_pq (V_p² − V_q²)
= ∑_p V_p² ∑_q T_pq − ∑_p V_p² ∑_q T_qp
= ∑_p d_p V_p².

Hence, with no condition on T,

P = ½ ∑_p ∑_q T_pq (V_p − V_q)² + ½ ∑_p d_p V_p².

This is `power_eq_joule_add_imbalance`. Its intermediate statement `h1` is the index exchange, carried out by `Finset.sum_comm`. The proof then collects both sides into double sums and compares them term by term, where `ring` verifies the splitting of the voltage product.

Under the sum rule every d_p vanishes and the last term disappears, which is `power_eq_joule`. If in addition each T_pq is nonnegative, every term of the Joule form is a nonnegative number times a square. `joule_heating` assembles this from `mul_nonneg`, `sq_nonneg` and `Finset.sum_nonneg`.

## Zero power means zero current in every lead

Suppose the coefficients are nonnegative, the sum rule holds and P = 0. A sum of nonnegative terms can vanish only if each term does, so for every p and q

T_pq (V_p − V_q)² = 0.

Either T_pq = 0 or V_p = V_q. In both cases T_pq (V_p − V_q) = 0, and summing over q gives I_p = 0. Conversely, if every current vanishes, then P = ∑_p I_p V_p is zero at once.

The proof of `power_eq_zero_iff` applies `Finset.sum_eq_zero_iff_of_nonneg` twice, first to the sum over p and then to the sum over q, and splits the vanishing product into its two cases. The voltages themselves need not all be equal: two groups of leads with no transmission between them can sit at different voltages without drawing any current.

## Reversing the field at fixed voltages

If a magnetic field is all that breaks time-reversal symmetry, reversing it exchanges the two indices of the transmission coefficients, according to the Onsager–Büttiker relation T_pq(B) = T_qp(−B). The file contains no field; `power_transpose` treats the exchange of indices directly. The transposed coefficients obey the sum rule whenever the original ones do, so both powers have the Joule form, and

∑_p ∑_q T_qp (V_p − V_q)² = ∑_p ∑_q T_pq (V_q − V_p)² = ∑_p ∑_q T_pq (V_p − V_q)².

The first equality renames the indices, and the second holds because a square ignores the sign. In Lean these are `Finset.sum_comm` and a final `ring`. The total power is therefore the same, even though the current in a particular lead may change. Nonnegativity of the coefficients plays no part here.

## A common voltage offset exposes any imbalance

The theorem `sumRule_of_power_nonneg` runs in the other direction: if P ≥ 0 for every choice of voltages, the sum rule holds. It too makes no assumption about the signs of the coefficients.

Suppose that d_r ≠ 0 at some lead r. Let e_p be 1 for p = r and 0 otherwise, and set V_p = c + e_p, so that lead r sits one unit above a common offset c. Voltage differences don't depend on c, so the Joule form is a constant,

A = ½ ∑_p ∑_q T_pq (e_p − e_q)².

For the other term, note that ∑_p d_p = 0, because the row sums and the column sums both add up to the sum of all entries. Therefore

∑_p d_p V_p² = c² ∑_p d_p + (2c + 1) d_r = (2c + 1) d_r,

and the power is an affine function of the offset:

P(c) = A + ½ (2c + 1) d_r.

Choosing c so that 2c + 1 = −2(A + 1)/d_r gives P(c) = −1, which contradicts the assumption.

The physical content is charge conservation. The currents depend only on voltage differences, so raising all the voltages together by c adds c ∑_p I_p to the power. For the voltages used here ∑_p I_p = d_r, and a nonzero total current would let the choice of voltage origin drive the power to any value, negative ones included.

In the Lean proof, `h0` is the vanishing sum of imbalances and `key` is the affine formula. The `obtain` step replaces the long Joule expression by a single number `A`. The offset is then inserted explicitly, `h5` simplifies the resulting product using d_r ≠ 0, and `linarith` finds the contradiction.

## A circulator with three leads

With two leads the sum rule already forces T_01 = T_10, so a nonreciprocal example needs at least three. The matrix `circulator` has

T_01 = T_12 = T_20 = 1

and zeros elsewhere: carriers entering from lead 1 leave through lead 0, those from lead 2 leave through lead 1, and those from lead 0 leave through lead 2. Each row and each column contains a single 1, so the sum rule holds, while T_01 = 1 and T_10 = 0. The currents are

I_0 = V_0 − V_1, I_1 = V_1 − V_2, I_2 = V_2 − V_0,

and the Joule form reduces to

P = ½ [(V_0 − V_1)² + (V_1 − V_2)² + (V_2 − V_0)²].

At voltages (1, 0, 0) the currents are (1, 0, −1), and both ∑_p I_p V_p and the formula give P = 1. A triangle of three ordinary resistors, each with half a conductance quantum, would draw the same power at every setting of the voltages, but at (1, 0, 0) its currents would be (1, −½, −½).

`circulator_witness` records the nonnegative entries, the sum rule, the failure of reciprocity and the power formula. The first three are settled by evaluating the entries, with `fin_cases` running through the leads where needed. The last follows from `power_eq_joule` by writing out the sums over three leads.
